# Alternating site energies quench the flux response of a half-filled non-interacting six-site ring

Two sites with energies $d$ and $-d$, coupled by a real amplitude $g$, have levels $\pm\sqrt{d^2+g^2}$. The lower level changes with $g$ at the rate $-g/\sqrt{d^2+g^2}$, which fades as $d$ grows.

Now let six sites with alternating energies $d,-d$ form a ring. The forward hopping is $-te^{i\varphi/6}$, so a full turn collects the phase $\varphi$ of the enclosed magnetic flux. In `hamiltonian` the two blocks are the sublattices, and `bond` joins each site to its two neighbours.

```lean
import Mathlib

open Matrix Polynomial Filter Topology
open scoped Real

namespace PolarRing

noncomputable section

/-- Hopping amplitude `-t exp(iφ/6)` from a site to the next one around the ring. -/
def hop (t φ : ℝ) : ℂ := -(t : ℂ) * Complex.exp ((φ / 6 : ℝ) * Complex.I)

/-- Couplings between the two sublattices of a six-site ring: each site of the first
is joined to one neighbour by `v` and to the other by `w`. -/
def bond {R : Type*} [Zero R] (v w : R) : Matrix (Fin 3) (Fin 3) R :=
  !![v, 0, w; w, v, 0; 0, w, v]

/-- Hamiltonian of the ring with site energies `d` and `-d` on alternating sites and flux
phase `φ`; the two blocks are the two sublattices. -/
def hamiltonian (t d φ : ℝ) : Matrix (Fin 3 ⊕ Fin 3) (Fin 3 ⊕ Fin 3) ℂ :=
  fromBlocks ((d : ℂ) • 1) (bond (star (hop t φ)) (hop t φ))
    (bond (hop t φ) (star (hop t φ)))ᵀ (-(d : ℂ) • 1)
```

The real parts of the characteristic roots, with multiplicity, are the `levels`. The `energy` $E(\varphi)$ is the least value of twice the sum of three of them, which describes half filling: six electrons in three doubly occupied orbitals.

```lean
/-- The six orbital energies, counted with multiplicity. -/
def levels (t d φ : ℝ) : Multiset ℝ := (hamiltonian t d φ).charpoly.roots.map Complex.re

/-- Energy with the three lowest orbitals doubly occupied: the least value of twice the sum
of three orbital energies. -/
def energy (t d φ : ℝ) : ℝ :=
  sInf {E | ∃ s ≤ levels t d φ, s.card = 3 ∧ E = 2 * s.sum}
```

In this non-interacting model with fixed $t$ and $d$, $E''(0)$ measures the linear ring current, diamagnetic when positive. Overlap between the site orbitals and currents within single sites are left out. Four abbreviations serve the parts below.

```lean
/-- Upper band `√(d² + 4t² cos² θ)` of the alternating chain. -/
def band (t d θ : ℝ) : ℝ := √(d ^ 2 + (2 * t * Real.cos θ) ^ 2)

/-- Slope of the upper band, for `θ` where the band energy is not zero. -/
def slope (t d θ : ℝ) : ℝ := -(4 * t ^ 2 * (Real.cos θ * Real.sin θ)) / band t d θ

/-- Sum of `f` over the three Bloch angles that the ring allows at flux phase `φ`. -/
def blochSum (f : ℝ → ℝ) (φ : ℝ) : ℝ := f (φ / 6) + f (φ / 6 + π / 3) + f (φ / 6 - π / 3)

/-- Closed form for the curvature of the energy at zero flux, for `t` not zero. -/
def curvature (t d : ℝ) : ℝ :=
  t ^ 6 * (√(d ^ 2 + 4 * t ^ 2) + 2 * √(d ^ 2 + t ^ 2)) /
    (√(d ^ 2 + 4 * t ^ 2) * √(d ^ 2 + t ^ 2) ^ 3 *
      (√(d ^ 2 + 4 * t ^ 2) + √(d ^ 2 + t ^ 2)) ^ 2)
```

### (a) Characteristic polynomial

For forward and backward amplitudes $w,v$ and $Y=X^2-d^2$, show that
$$\det(X-H)=Y^3-6wvY^2+9(wv)^2Y-(w^3+v^3)^2.$$

Eliminating one sublattice leaves $\det(Y-PQ)$, where $P,Q$ are the off-diagonal blocks of $H$. The matrix $PQ$ is circulant with first row $2wv,v^2,w^2$. With $z=Y-2wv$ the determinant is $z^3-3w^2v^2z-w^6-v^6$, which expands to the target. In Lean, `key` does the elimination, cancelling a nonzero determinant, and `ring` expands.

```lean
/-- The characteristic polynomial of the alternating ring is a cubic in `X² - d²`. -/
theorem charpoly_ring (d v w : ℂ) :
    (fromBlocks (d • 1) (bond v w) (bond w v)ᵀ (-d • 1)).charpoly =
      (X ^ 2 - C d ^ 2) ^ 3 - 6 * (C w * C v) * (X ^ 2 - C d ^ 2) ^ 2
        + 9 * (C w * C v) ^ 2 * (X ^ 2 - C d ^ 2) - (C w ^ 3 + C v ^ 3) ^ 2 := by
  -- eliminate one sublattice
  have aux : ∀ {R : Type} [CommRing R] [IsDomain R]
      (M : Matrix (Fin 3 ⊕ Fin 3) (Fin 3 ⊕ Fin 3) R) (S T P Q : Matrix (Fin 3) (Fin 3) R),
      M * fromBlocks S 0 Q 1 = fromBlocks T P 0 S → S.det ≠ 0 → M.det = T.det := by
    intro R _ _ M S T P Q h hS
    have h2 := congrArg Matrix.det h
    rw [det_mul, det_fromBlocks_zero₁₂ S Q 1, det_fromBlocks_zero₂₁ T P S, det_one,
      mul_one] at h2
    exact mul_right_cancel₀ hS h2
  have key : ∀ (a b : ℂ[X]) (P Q : Matrix (Fin 3) (Fin 3) ℂ[X]), b ≠ 0 →
      (fromBlocks (a • 1) P Q (b • 1)).det = ((a * b) • 1 - P * Q).det := by
    intro a b P Q hb
    have h : fromBlocks (a • 1) P Q (b • 1) * fromBlocks (b • 1) 0 (-Q) 1 =
        fromBlocks ((a * b) • 1 - P * Q) P 0 (b • 1) := by
      rw [fromBlocks_multiply]
      congr 1 <;> simp [smul_smul, sub_eq_add_neg, mul_comm b a]
    refine aux _ _ _ P (-Q) h ?_
    rw [det_smul, det_one, mul_one]
    exact pow_ne_zero _ hb
  have h : charmatrix (fromBlocks (d • 1) (bond v w) (bond w v)ᵀ (-d • 1)) =
      fromBlocks ((X - C d) • 1) (bond (-C v) (-C w)) (bond (-C w) (-C v))ᵀ
        ((X + C d) • 1) := by
    refine Matrix.ext fun i j => ?_
    rcases i with i | i <;> rcases j with j | j <;> fin_cases i <;> fin_cases j <;>
      simp [bond]
  rw [Matrix.charpoly, h, key _ _ _ _ (monic_X_add_C d).ne_zero, det_fin_three]
  simp only [Matrix.sub_apply, Matrix.smul_apply, Matrix.mul_apply, Matrix.transpose_apply,
    Fin.sum_univ_three, Matrix.one_apply]
  simp [bond]
  ring
```

### (b) Orbital energies

Show that the roots are $\pm\varepsilon(\theta_k)$, with $\theta_k=\varphi/6,\ \varphi/6\pm\pi/3$ and
$$\varepsilon(\theta)=\sqrt{d^2+4t^2\cos^2\theta}.$$

Here $wv=t^2$ and $w^3+v^3=-2t^3\cos(\varphi/2)$. Put $c=\cos(\varphi/6)$, $s=\sin(\varphi/6)$ and $p,q,r=2t\cos\theta_k$. Then $p=2tc$, $qr=t^2(c^2-3s^2)$ and $q^2+r^2=2t^2(c^2+3s^2)$, so
$$p^2+q^2+r^2=6t^2,\quad p^2(q^2+r^2)+q^2r^2=9t^4,\quad pqr=2t^3\cos(\varphi/2).$$
The cubic is therefore $(Y-p^2)(Y-q^2)(Y-r^2)$. This comparison of coefficients is `factor`; `hC` splits each factor into two roots.

```lean
/-- The orbital energies are plus and minus the band energy at the three Bloch angles. -/
theorem spectrum_eq (t d φ : ℝ) : (hamiltonian t d φ).charpoly.roots =
    ({band t d (φ / 6), band t d (φ / 6 + π / 3), band t d (φ / 6 - π / 3),
      -band t d (φ / 6), -band t d (φ / 6 + π / 3), -band t d (φ / 6 - π / 3)} :
      Multiset ℝ).map (fun x : ℝ => (x : ℂ)) := by
  have hC : ∀ θ, (X - C (band t d θ : ℂ)) * (X - C (-(band t d θ : ℂ))) =
      X ^ 2 - C (d : ℂ) ^ 2 - C ((2 * t * Real.cos θ : ℝ) : ℂ) ^ 2 := by
    intro θ
    have hsq : band t d θ ^ 2 = d ^ 2 + (2 * t * Real.cos θ) ^ 2 :=
      Real.sq_sqrt (by positivity)
    have h : C (band t d θ : ℂ) ^ 2 =
        C (d : ℂ) ^ 2 + C ((2 * t * Real.cos θ : ℝ) : ℂ) ^ 2 := by
      simp only [← C_pow, ← C_add]
      exact congrArg (fun z : ℂ => (C z : ℂ[X])) (by exact_mod_cast hsq)
    rw [C_neg]
    linear_combination -h
  -- the cubic factorises over the three Bloch angles
  have factor : ∀ (Y : ℂ[X]) (t c s p q r w v : ℂ), w * v = t ^ 2 * (c ^ 2 + s ^ 2) →
      w ^ 3 + v ^ 3 = -(2 * t ^ 3 * c * (c ^ 2 - 3 * s ^ 2)) → p = 2 * t * c →
      q * r = t ^ 2 * (c ^ 2 - 3 * s ^ 2) → q ^ 2 + r ^ 2 = 2 * t ^ 2 * (c ^ 2 + 3 * s ^ 2) →
      Y ^ 3 - 6 * (C w * C v) * Y ^ 2 + 9 * (C w * C v) ^ 2 * Y - (C w ^ 3 + C v ^ 3) ^ 2 =
        (Y - C p ^ 2) * (Y - C q ^ 2) * (Y - C r ^ 2) := by
    intro Y t c s p q r w v hm hc hp hqr hs
    have h1 : p ^ 2 + (q ^ 2 + r ^ 2) = 6 * (w * v) := by rw [hs, hm, hp]; ring
    have h2 : p ^ 2 * (q ^ 2 + r ^ 2) + (q * r) ^ 2 = 9 * (w * v) ^ 2 := by
      rw [hs, hqr, hm, hp]; ring
    have h3 : p ^ 2 * (q * r) ^ 2 = (w ^ 3 + v ^ 3) ^ 2 := by rw [hqr, hc, hp]; ring
    have k1 := congrArg (fun z : ℂ => (C z : ℂ[X])) h1
    have k2 := congrArg (fun z : ℂ => (C z : ℂ[X])) h2
    have k3 := congrArg (fun z : ℂ => (C z : ℂ[X])) h3
    simp only [map_add, map_mul, map_pow, map_ofNat] at k1 k2 k3
    linear_combination Y ^ 2 * k1 - Y * k2 + k3
  have hw : hop t φ = -((t : ℂ) * ((Real.cos (φ / 6) : ℝ) +
      (Real.sin (φ / 6) : ℝ) * Complex.I)) := by
    rw [hop, Complex.exp_mul_I, ← Complex.ofReal_cos, ← Complex.ofReal_sin]; ring
  have hstar : ∀ a b c : ℝ, star (-((a : ℂ) * (b + c * Complex.I))) =
      -((a : ℂ) * (b - c * Complex.I)) := by
    intro a b c
    apply Complex.ext <;> simp
  have h3 : √3 ^ 2 = (3 : ℝ) := Real.sq_sqrt (by norm_num)
  have hqr : (2 * t * Real.cos (φ / 6 + π / 3)) * (2 * t * Real.cos (φ / 6 - π / 3)) =
      t ^ 2 * (Real.cos (φ / 6) ^ 2 - 3 * Real.sin (φ / 6) ^ 2) := by
    rw [Real.cos_add, Real.cos_sub, Real.cos_pi_div_three, Real.sin_pi_div_three]
    linear_combination (-(t ^ 2 * Real.sin (φ / 6) ^ 2)) * h3
  have hs : (2 * t * Real.cos (φ / 6 + π / 3)) ^ 2 + (2 * t * Real.cos (φ / 6 - π / 3)) ^ 2 =
      2 * t ^ 2 * (Real.cos (φ / 6) ^ 2 + 3 * Real.sin (φ / 6) ^ 2) := by
    rw [Real.cos_add, Real.cos_sub, Real.cos_pi_div_three, Real.sin_pi_div_three]
    linear_combination (2 * t ^ 2 * Real.sin (φ / 6) ^ 2) * h3
  have f := factor (X ^ 2 - C (d : ℂ) ^ 2) t (Real.cos (φ / 6) : ℝ) (Real.sin (φ / 6) : ℝ)
    (2 * t * Real.cos (φ / 6) : ℝ) (2 * t * Real.cos (φ / 6 + π / 3) : ℝ)
    (2 * t * Real.cos (φ / 6 - π / 3) : ℝ) (hop t φ) (star (hop t φ))
    (by rw [hw, hstar]
        linear_combination (-((t : ℂ) ^ 2 * (Real.sin (φ / 6) : ℝ) ^ 2)) * Complex.I_sq)
    (by rw [hw, hstar]
        linear_combination (-(6 * (t : ℂ) ^ 3 * (Real.cos (φ / 6) : ℝ) *
          (Real.sin (φ / 6) : ℝ) ^ 2)) * Complex.I_sq)
    (by push_cast; ring) (by exact_mod_cast hqr) (by exact_mod_cast hs)
  rw [← roots_multiset_prod_X_sub_C (Multiset.map (fun x : ℝ => (x : ℂ)) _)]
  refine congrArg Polynomial.roots ?_
  simp only [Multiset.insert_eq_cons, Multiset.map_cons, Multiset.map_singleton,
    Multiset.prod_cons, Multiset.prod_singleton, Complex.ofReal_neg]
  rw [hamiltonian, charpoly_ring, f, ← hC, ← hC, ← hC]
  ring
```

### (c) Ground-state energy

Show that $E(\varphi)=-2\sum_k\varepsilon(\theta_k)$.

The three levels $-\varepsilon(\theta_k)$ attain this value. Any selection sums to at least the sum of its negative members, hence to at least the sum of all negative levels. The Lean bound `key` uses $\min(0,x)$ for this.

```lean
/-- The energy is minus twice the sum of the band energies at the three Bloch angles. -/
theorem energy_eq (t d φ : ℝ) : energy t d φ = -2 * blochSum (band t d) φ := by
  have hb : ∀ θ, 0 ≤ band t d θ := fun θ => Real.sqrt_nonneg _
  have hl : levels t d φ =
      {band t d (φ / 6), band t d (φ / 6 + π / 3), band t d (φ / 6 - π / 3),
        -band t d (φ / 6), -band t d (φ / 6 + π / 3), -band t d (φ / 6 - π / 3)} := by
    rw [levels, spectrum_eq]; simp
  apply IsLeast.csInf_eq
  constructor
  · refine ⟨{-band t d (φ / 6), -band t d (φ / 6 + π / 3), -band t d (φ / 6 - π / 3)},
      ?_, by simp, by simp [blochSum]; ring⟩
    rw [hl]
    exact ((Multiset.le_cons_self _ _).trans (Multiset.le_cons_self _ _)).trans
      (Multiset.le_cons_self _ _)
  · rintro E ⟨s, hs, -, rfl⟩
    -- no selection of levels lies below the sum of all negative ones
    have key : ∀ m : Multiset ℝ, (m.map (fun x => min 0 x)).sum ≤ m.sum ∧
        (m.map (fun x => min 0 x)).sum ≤ 0 := by
      intro m
      induction m using Multiset.induction_on with
      | empty => simp
      | cons a m ih =>
        simp only [Multiset.map_cons, Multiset.sum_cons]
        exact ⟨add_le_add (min_le_right _ _) ih.1, add_nonpos (min_le_left _ _) ih.2⟩
    obtain ⟨u, hu⟩ := Multiset.le_iff_exists_add.1 hs
    have h := congrArg (fun m : Multiset ℝ => (m.map (fun x => min 0 x)).sum) hu
    have m1 : ∀ θ, min 0 (band t d θ) = 0 := fun θ => min_eq_left (hb θ)
    have m2 : ∀ θ, min 0 (-band t d θ) = -band t d θ :=
      fun θ => min_eq_right (neg_nonpos.2 (hb θ))
    simp only [hl, Multiset.insert_eq_cons, Multiset.map_cons, Multiset.map_singleton,
      Multiset.sum_cons, Multiset.sum_singleton, Multiset.map_add, Multiset.sum_add,
      m1, m2] at h
    unfold blochSum
    linarith [(key s).1, (key u).2]
```

### (d) Differentiating in the flux

For $F(\varphi)=\sum_k f(\theta_k)$, with $f$ differentiable at the three angles, show that $F'(\varphi)=\frac16\sum_k f'(\theta_k)$.

Each $\theta_k$ has derivative $1/6$, so the chain rule suffices.

```lean
/-- If `f` is differentiable at the three Bloch angles, its Bloch sum is differentiated in the flux
phase term by term, with a factor `1/6`. -/
theorem hasDerivAt_blochSum {f : ℝ → ℝ} {a b c φ : ℝ} (h0 : HasDerivAt f a (φ / 6))
    (h1 : HasDerivAt f b (φ / 6 + π / 3)) (h2 : HasDerivAt f c (φ / 6 - π / 3)) :
    HasDerivAt (blochSum f) ((a + b + c) / 6) φ := by
  have g : HasDerivAt (fun x : ℝ => x / 6) (1 / 6) φ := (hasDerivAt_id' φ).div_const 6
  exact (((h0.comp φ g).add (h1.comp φ (g.add_const (π / 3)))).add
    (h2.comp φ (g.sub_const (π / 3)))).congr_deriv (by ring)
```

### (e) Band derivatives

For $t>0$ and $\cos\theta\ne0$, show that
$$\varepsilon'=-\frac{4t^2\cos\theta\sin\theta}{\varepsilon},\qquad
\varepsilon''=-\frac{4t^2(\cos^2\theta-\sin^2\theta)}{\varepsilon}-\frac{16t^4\cos^2\theta\sin^2\theta}{\varepsilon^3}.$$

Differentiate $\varepsilon^2=d^2+4t^2\cos^2\theta$ once, then apply the quotient rule. The condition on $\cos\theta$ keeps $\varepsilon>0$ even at $d=0$.

```lean
/-- First and second derivative of the band energy where `cos θ` is not zero, for `t > 0`. -/
theorem hasDerivAt_band {t θ : ℝ} (d : ℝ) (ht : 0 < t) (hθ : Real.cos θ ≠ 0) :
    HasDerivAt (band t d) (slope t d θ) θ ∧
    HasDerivAt (slope t d) ((-(4 * t ^ 2 * (Real.cos θ ^ 2 - Real.sin θ ^ 2)) * band t d θ
      - 16 * t ^ 4 * Real.cos θ ^ 2 * Real.sin θ ^ 2 / band t d θ) / band t d θ ^ 2) θ := by
  have hpos : 0 < d ^ 2 + (2 * t * Real.cos θ) ^ 2 := by positivity
  have h : HasDerivAt (fun x => d ^ 2 + (2 * t * Real.cos x) ^ 2)
      (2 * -(4 * t ^ 2 * (Real.cos θ * Real.sin θ))) θ :=
    ((((Real.hasDerivAt_cos θ).const_mul (2 * t)).fun_pow 2).const_add (d ^ 2)).congr_deriv
      (by norm_num; ring)
  have hB : HasDerivAt (band t d) (slope t d θ) θ :=
    (h.sqrt hpos.ne').congr_deriv (mul_div_mul_left _ _ two_ne_zero)
  have hn : HasDerivAt (fun x => -(4 * t ^ 2 * (Real.cos x * Real.sin x)))
      (-(4 * t ^ 2 * (Real.cos θ ^ 2 - Real.sin θ ^ 2))) θ :=
    (((Real.hasDerivAt_cos θ).fun_mul (Real.hasDerivAt_sin θ)).const_mul
      (4 * t ^ 2)).fun_neg.congr_deriv (by ring)
  exact ⟨hB, (hn.fun_div hB (Real.sqrt_pos.2 hpos).ne').congr_deriv
    (by simp only [slope]; ring)⟩
```

### (f) Curvature at zero flux

With $A=\sqrt{d^2+4t^2}$, $B=\sqrt{d^2+t^2}$ and $t>0$, show that
$$E''(0)=\frac{t^6(A+2B)}{AB^3(A+B)^2}.$$

The three cosines stay nonzero near $\varphi=0$, so (d) and (e) apply twice:
$$E''(0)=-\tfrac1{18}\left[\varepsilon''(0)+2\varepsilon''(\pi/3)\right]
=\frac{t^2}{9}\left(\frac2A-\frac2B+\frac{3t^2}{B^3}\right).$$
Since $3t^2=A^2-B^2$, the bracket is $(A-B)^2(A+2B)/(AB^3)$. Insert $A-B=3t^2/(A+B)$. In Lean, `ev` supplies the first derivative near zero, and `field_simp` and `ring` finish the algebra.

```lean
/-- For `t > 0` the second flux derivative of the energy at zero flux is `curvature t d`. -/
theorem hasDerivAt_deriv_energy {t : ℝ} (d : ℝ) (ht : 0 < t) :
    HasDerivAt (deriv (energy t d)) (curvature t d) 0 := by
  have c0 : ContinuousAt (fun φ : ℝ => Real.cos (φ / 6)) 0 := by fun_prop
  have c1 : ContinuousAt (fun φ : ℝ => Real.cos (φ / 6 + π / 3)) 0 := by fun_prop
  have c2 : ContinuousAt (fun φ : ℝ => Real.cos (φ / 6 - π / 3)) 0 := by fun_prop
  have n0 : Real.cos (0 / 6) ≠ 0 := by simp
  have n1 : Real.cos (0 / 6 + π / 3) ≠ 0 := by simp
  have n2 : Real.cos (0 / 6 - π / 3) ≠ 0 := by simp
  have ev : deriv (energy t d) =ᶠ[𝓝 0] fun φ => -2 * (blochSum (slope t d) φ / 6) := by
    filter_upwards [c0.eventually_ne n0, c1.eventually_ne n1, c2.eventually_ne n2]
      with φ h0 h1 h2
    rw [show energy t d = fun φ => -2 * blochSum (band t d) φ from funext (energy_eq t d)]
    exact ((hasDerivAt_blochSum (hasDerivAt_band d ht h0).1 (hasDerivAt_band d ht h1).1
      (hasDerivAt_band d ht h2).1).const_mul (-2)).deriv
  refine HasDerivAt.congr_of_eventuallyEq ?_ ev
  refine (((hasDerivAt_blochSum (hasDerivAt_band d ht n0).2 (hasDerivAt_band d ht n1).2
    (hasDerivAt_band d ht n2).2).div_const 6).const_mul (-2)).congr_deriv ?_
  have bA : band t d 0 = √(d ^ 2 + 4 * t ^ 2) := by
    rw [band, Real.cos_zero]; congr 1; ring
  have bB : band t d (π / 3) = √(d ^ 2 + t ^ 2) := by
    rw [band, Real.cos_pi_div_three]; congr 1; ring
  have bB' : band t d (-(π / 3)) = √(d ^ 2 + t ^ 2) := by
    rw [band, Real.cos_neg, Real.cos_pi_div_three]; congr 1; ring
  have h3 : (√3 / 2) ^ 2 = (3 / 4 : ℝ) := by
    rw [div_pow, Real.sq_sqrt (by norm_num)]; norm_num
  simp only [zero_div, zero_add, zero_sub, Real.cos_neg, Real.sin_neg, Real.cos_zero,
    Real.sin_zero, Real.cos_pi_div_three, Real.sin_pi_div_three, neg_sq, h3, bA, bB, bB',
    curvature]
  have hA : 0 < √(d ^ 2 + 4 * t ^ 2) := Real.sqrt_pos.2 (by positivity)
  have hB : 0 < √(d ^ 2 + t ^ 2) := Real.sqrt_pos.2 (by positivity)
  have h2 : t ^ 2 = (√(d ^ 2 + 4 * t ^ 2) ^ 2 - √(d ^ 2 + t ^ 2) ^ 2) / 3 := by
    rw [Real.sq_sqrt (by positivity), Real.sq_sqrt (by positivity)]; ring
  clear bA bB bB' ev
  generalize √(d ^ 2 + 4 * t ^ 2) = A at hA h2 ⊢
  generalize √(d ^ 2 + t ^ 2) = B at hB h2 ⊢
  -- eliminate `t` through `A² - B² = 3t²`
  have h4 : t ^ 4 = ((A ^ 2 - B ^ 2) / 3) ^ 2 := by rw [← h2]; ring
  have h6 : t ^ 6 = ((A ^ 2 - B ^ 2) / 3) ^ 3 := by rw [← h2]; ring
  have hAB : A + B ≠ 0 := by positivity
  rw [h4, h6, h2]
  field_simp
  ring
```

### (g) Strong polarity

Show that the expression in (f), times $d^5$, tends to $3t^6/4$ as $d\to\infty$.

Divide $A$ and $B$ by $d$. Both ratios tend to $1$ (`hk`), leaving $t^6\cdot3/2^2$.

```lean
/-- As the polarity `d` grows, `d⁵` times the curvature tends to `3t⁶/4`. -/
theorem tendsto_curvature (t : ℝ) :
    Tendsto (fun d => d ^ 5 * curvature t d) atTop (𝓝 (3 * t ^ 6 / 4)) := by
  have hk : ∀ k : ℝ, Tendsto (fun d : ℝ => √(d ^ 2 + k) / d) atTop (𝓝 1) := by
    intro k
    have h0 : Tendsto (fun d : ℝ => k / d ^ 2) atTop (𝓝 0) :=
      tendsto_const_nhds.div_atTop (tendsto_pow_atTop two_ne_zero)
    have h := (h0.const_add 1).sqrt
    rw [add_zero, Real.sqrt_one] at h
    refine h.congr' ?_
    filter_upwards [eventually_gt_atTop 0] with d hd
    have e : 1 + k / d ^ 2 = (d ^ 2 + k) / d ^ 2 := by
      rw [add_div, div_self (pow_ne_zero 2 hd.ne')]
    rw [e, Real.sqrt_div' _ (sq_nonneg d), Real.sqrt_sq hd.le]
  have ha := hk (4 * t ^ 2)
  have hb := hk (t ^ 2)
  have h := ((ha.add (hb.const_mul 2)).const_mul (t ^ 6)).div
    ((ha.mul (hb.pow 3)).mul ((ha.add hb).pow 2)) (by norm_num)
  rw [show 3 * t ^ 6 / 4 = t ^ 6 * (1 + 2 * 1) / (1 * 1 ^ 3 * (1 + 1) ^ 2) by ring]
  refine h.congr' ?_
  filter_upwards [eventually_gt_atTop 0] with d hd
  have hA : 0 < √(d ^ 2 + 4 * t ^ 2) := Real.sqrt_pos.2 (by positivity)
  have hB : 0 < √(d ^ 2 + t ^ 2) := Real.sqrt_pos.2 (by positivity)
  simp only [curvature, Pi.div_apply]
  generalize √(d ^ 2 + 4 * t ^ 2) = A at hA ⊢
  generalize √(d ^ 2 + t ^ 2) = B at hB ⊢
  have hAB : A + B ≠ 0 := by positivity
  rw [show A / d + 2 * (B / d) = (A + 2 * B) / d by ring,
    show A / d + B / d = (A + B) / d by ring]
  field_simp
```

### (h) Monotonic quenching

For $t>0$, show that the expression in (f) decreases strictly on $d\ge0$.

Write it as
$$\frac{t^6}{B^3(A+B)^2}+\frac{2t^6}{AB^2(A+B)^2}.$$
Both denominators grow with $d$. The identity is `split`.

```lean
/-- For `t > 0` the curvature decreases strictly as the polarity `d ≥ 0` grows. -/
theorem curvature_strictAntiOn {t : ℝ} (ht : 0 < t) :
    StrictAntiOn (curvature t) (Set.Ici 0) := by
  intro d hd e _ hde
  have hd0 : 0 ≤ d := hd
  have hsq : d ^ 2 < e ^ 2 := pow_lt_pow_left₀ hde hd0 two_ne_zero
  have hA : 0 < √(d ^ 2 + 4 * t ^ 2) := Real.sqrt_pos.2 (by positivity)
  have hB : 0 < √(d ^ 2 + t ^ 2) := Real.sqrt_pos.2 (by positivity)
  have hAA : √(d ^ 2 + 4 * t ^ 2) < √(e ^ 2 + 4 * t ^ 2) :=
    Real.sqrt_lt_sqrt (by positivity) (by linarith)
  have hBB : √(d ^ 2 + t ^ 2) < √(e ^ 2 + t ^ 2) :=
    Real.sqrt_lt_sqrt (by positivity) (by linarith)
  -- both parts have a constant numerator and a growing denominator
  have split : ∀ A B : ℝ, 0 < A → 0 < B →
      t ^ 6 * (A + 2 * B) / (A * B ^ 3 * (A + B) ^ 2) =
        t ^ 6 / (B ^ 3 * (A + B) ^ 2) + 2 * t ^ 6 / (A * B ^ 2 * (A + B) ^ 2) := by
    intro A B hA hB
    have hAB : A + B ≠ 0 := by positivity
    field_simp
  unfold curvature
  rw [split _ _ hA hB, split _ _ (hA.trans hAA) (hB.trans hBB)]
  have s2 := pow_lt_pow_left₀ (add_lt_add hAA hBB) (by positivity) two_ne_zero
  have b2 := pow_lt_pow_left₀ hBB hB.le two_ne_zero
  have b3 := pow_lt_pow_left₀ hBB hB.le three_ne_zero
  exact add_lt_add
    (div_lt_div_of_pos_left (by positivity) (by positivity)
      (mul_lt_mul'' b3 s2 (by positivity) (by positivity)))
    (div_lt_div_of_pos_left (by positivity) (by positivity)
      (mul_lt_mul'' (mul_lt_mul'' hAA b2 (by positivity) (by positivity)) s2
        (by positivity) (by positivity)))
```

### (i) The response for every polarity

For $t>0$, show that $E''(0)=2t/9$ at $d=0$, that $d^5E''(0)\to3t^6/4$ as $d\to\infty$, and that $E''(0)$ is positive for every real $d$ and strictly decreasing on $d\ge0$.

At $d=0$, $A=2t$ and $B=t$, so (f) gives $4t^7/(18t^6)=2t/9$. Every factor in (f) is positive, so the response never reverses; `positivity` checks this. The rest is (g) and (h).

```lean
/-- For `t > 0` the second flux derivative of the energy at zero flux is `2t/9` without
polarity, falls off as `3t⁶/(4d⁵)`, is positive for every `d`, and decreases strictly
for `d ≥ 0`. -/
theorem polarity_quenches_ring_current {t : ℝ} (ht : 0 < t) :
    deriv (deriv (energy t 0)) 0 = 2 * t / 9 ∧
    Tendsto (fun d => d ^ 5 * deriv (deriv (energy t d)) 0) atTop (𝓝 (3 * t ^ 6 / 4)) ∧
    (∀ d, 0 < deriv (deriv (energy t d)) 0) ∧
    StrictAntiOn (fun d => deriv (deriv (energy t d)) 0) (Set.Ici 0) := by
  have h : ∀ d, deriv (deriv (energy t d)) 0 = curvature t d :=
    fun d => (hasDerivAt_deriv_energy d ht).deriv
  simp only [h]
  refine ⟨?_, tendsto_curvature t, fun d => ?_, curvature_strictAntiOn ht⟩
  · rw [curvature, show (0 : ℝ) ^ 2 + 4 * t ^ 2 = (2 * t) ^ 2 by ring,
      show (0 : ℝ) ^ 2 + t ^ 2 = t ^ 2 by ring, Real.sqrt_sq (by positivity),
      Real.sqrt_sq ht.le, div_eq_div_iff (by positivity) (by norm_num)]
    ring
  · have hA : 0 < √(d ^ 2 + 4 * t ^ 2) := Real.sqrt_pos.2 (by positivity)
    have hB : 0 < √(d ^ 2 + t ^ 2) := Real.sqrt_pos.2 (by positivity)
    unfold curvature
    positivity

end

end PolarRing
```

```lean
#print axioms PolarRing.polarity_quenches_ring_current
```

```
'PolarRing.polarity_quenches_ring_current' depends on axioms: [propext, Classical.choice, Quot.sound]
```
